# Hartree-Fock energy minus double counting for a U, J interaction, and the bound tr(n↑n↓) ≤ N_min for occupation matrices

## Definitions and conventions

A shell has finitely many orthonormal orbitals, labelled a, b, c, d. The spin label s is 0 for up and 1 for down. The occupation matrix of spin s has entries n_s(a,b) = ⟨c†_{as} c_{bs}⟩, with c† and c the creation and annihilation operators. Its trace is N_s = tr n_s, and N = N_0 + N_1. The real numbers U and J are free parameters, the strengths of the direct repulsion and of the Hund exchange in the interaction defined below.

```lean
import Mathlib

open Matrix
open scoped ComplexOrder MatrixOrder

namespace HubbardHundCorrection

noncomputable section

variable {ι : Type*} [Fintype ι] [DecidableEq ι]
```

`ι` is the set of orbital labels, of any finite size, and `Matrix ι ι ℂ` is a complex matrix on it. The scopes `ComplexOrder` and `MatrixOrder` give a meaning to 0 ≤ z for a complex number (real and nonnegative) and to 0 ≤ M for a matrix (positive semidefinite).

```lean
/-- Kronecker delta. -/
def delta {α : Type*} [DecidableEq α] (a b : α) : ℂ := if a = b then 1 else 0

/-- The on-site interaction `V(1,2,3,4) = U δ₁₃ δ₂₄ + J δ₁₄ δ₂₃`. -/
def interaction (U J : ℝ) (a b c d : ι) : ℂ :=
  U * delta a c * delta b d + J * delta a d * delta b c
```

`delta a b` is the Kronecker δ_ab, used for orbitals and for spins. The interaction is

V(a,b,c,d) = U δ_ac δ_bd + J δ_ad δ_bc.

This is a simplified model of the orbital-dependent Coulomb integrals of a real shell. When all four labels agree both terms count, so two electrons of opposite spin in one orbital cost U + J, not U. The pair-hopping elements V(a,a,b,b) with a ≠ b are zero.

```lean
/-- Hartree-Fock energy of a four-index interaction `V` for collinear occupation matrices
`n s`: direct term for all spin pairs, exchange term for equal spins. -/
def hartreeFock (V : ι → ι → ι → ι → ℂ) (n : Fin 2 → Matrix ι ι ℂ) : ℂ :=
  1 / 2 * ∑ s, ∑ t, ∑ a, ∑ b, ∑ c, ∑ d,
    V a b c d * (n s a c * n t b d - delta s t * (n s a d * n t b c))
```

The argument `n : Fin 2 → Matrix ι ι ℂ` is the pair (n_0, n_1), and `n s a c` is n_s(a,c). With t a second spin label,

E_HF = ½ Σ_{s,t} Σ_{abcd} V(a,b,c,d) [n_s(a,c) n_t(b,d) − δ_st n_s(a,d) n_t(b,c)].

The square bracket is the Wick factorisation of ⟨c†_{as} c†_{bt} c_{dt} c_{cs}⟩. The formula is taken as the definition of E_HF, not derived from operators, and it contains the interaction energy only, without one-body terms. A pair of matrices has no block joining up to down, so the spins are collinear; noncollinear occupations and spin-orbit coupling are not described.

```lean
/-- Minority-spin occupation `N_min = min (Re tr n_up, Re tr n_down)`. -/
def nMin (n : Fin 2 → Matrix ι ι ℂ) : ℝ := min (trace (n 0)).re (trace (n 1)).re

/-- Double counting `U N (N - 1)/2 - J ∑ₛ Nₛ (Nₛ - 1)/2 + J N_min` with `Nₛ = tr nₛ`. -/
def doubleCounting (U J : ℝ) (n : Fin 2 → Matrix ι ι ℂ) : ℂ :=
  U * (∑ s, trace (n s)) * (∑ s, trace (n s) - 1) / 2
    - J * ∑ s, trace (n s) * (trace (n s) - 1) / 2 + J * nMin n
```

In a Hubbard correction to a density functional, the double counting stands for the part of the shell's interaction energy that the functional is taken to contain already. Here it is a chosen expression:

E_dc = U N(N − 1)/2 − J Σ_s N_s(N_s − 1)/2 + J N_min,
N_min = min(Re N_0, Re N_1).

The suffix `.re` takes the real part, which the minimum needs because the trace of an arbitrary complex matrix need not be real.

```lean
/-- The same-spin term `(U - J)/2 ∑ₛ tr (nₛ - nₛ²)`. -/
def hubbardTerm (U J : ℝ) (n : Fin 2 → Matrix ι ι ℂ) : ℂ :=
  (U - J) / 2 * ∑ s, trace (n s - n s * n s)
```

The same-spin term is

E_same = (U − J)/2 · Σ_s tr(n_s − n_s²).

```lean
/-- An occupation matrix: `0 ≤ A ≤ 1` in the operator sense. -/
def IsOccupation (A : Matrix ι ι ℂ) : Prop := A.PosSemidef ∧ (1 - A).PosSemidef

/-- An orthogonal projector: Hermitian and idempotent. -/
def IsProjector (P : Matrix ι ι ℂ) : Prop := Pᴴ = P ∧ P * P = P

/-- Nesting: the product `n_up n_down` equals `n_up` or equals `n_down`. -/
def Nested (n : Fin 2 → Matrix ι ι ℂ) : Prop := n 0 * n 1 = n 0 ∨ n 0 * n 1 = n 1
```

`IsOccupation A` says that A and 1 − A are positive semidefinite, which in Mathlib includes Hermiticity: 0 ≤ A ≤ 1. `IsProjector P` says P† = P and P² = P, with `Pᴴ` for P†. `Nested n` says n_0 n_1 = n_0 or n_0 n_1 = n_1, the symbol `∨` being "or". For projectors it expresses that the orbitals filled by one spin lie inside the space filled by the other, but the definition applies to any pair.

## The identity

```lean
/-- Contracting the last two indices of the interaction with `f` gives
`U f(1,2) + J f(2,1)`. -/
theorem interaction_contract (U J : ℝ) (a b : ι) (f : ι → ι → ℂ) :
    ∑ c, ∑ d, interaction U J a b c d * f c d = U * f a b + J * f b a := by
  have hd : ∀ (x : ι) (g : ι → ℂ), ∑ y, delta x y * g y = g x := by
    intro x g
    simp [delta]
  calc ∑ c, ∑ d, interaction U J a b c d * f c d
      = ∑ c, (delta a c * (U * ∑ d, delta b d * f c d)
          + delta b c * (J * ∑ d, delta a d * f c d)) := by
        refine Finset.sum_congr rfl fun c _ => ?_
        simp only [Finset.mul_sum, ← Finset.sum_add_distrib]
        refine Finset.sum_congr rfl fun d _ => ?_
        unfold interaction
        ring
    _ = U * f a b + J * f b a := by simp only [hd, Finset.sum_add_distrib]
```

For fixed a, b and any function f of two labels,

Σ_{cd} V(a,b,c,d) f(c,d) = U f(a,b) + J f(b,a).

The first pair of deltas sets c = a and d = b, the second c = b and d = a. In the proof `hd` is the rule Σ_y δ_xy g(y) = g(x). The `calc` block is a chain of equalities: it regroups the sum so that each delta stands in front of its own summation, then applies `hd`.

```lean
/-- Direct term minus `e` times exchange term of two matrices `A`, `B`, written in traces. -/
theorem pair_energy (U J : ℝ) (e : ℂ) (A B : Matrix ι ι ℂ) :
    ∑ a, ∑ b, ∑ c, ∑ d, interaction U J a b c d * (A a c * B b d - e * (A a d * B b c))
      = U * (trace A * trace B - e * trace (A * B))
        + J * (trace (A * B) - e * (trace A * trace B)) := by
  have h1 : trace A * trace B = ∑ a, ∑ b, A a a * B b b := by
    simp only [trace, diag_apply]
    exact Finset.sum_mul_sum _ _ _ _
  have h2 : trace (A * B) = ∑ a, ∑ b, A a b * B b a := by
    simp only [trace, diag_apply, Matrix.mul_apply]
  rw [h1, h2]
  simp only [interaction_contract]
  simp only [Finset.sum_add_distrib, Finset.sum_sub_distrib, ← Finset.mul_sum]
```

Take matrices A, B, a complex number e, and f(c,d) = A(a,c) B(b,d) − e A(a,d) B(b,c). Then

f(a,b) = A(a,a) B(b,b) − e A(a,b) B(b,a),
f(b,a) = A(a,b) B(b,a) − e A(a,a) B(b,b).

Summing over a and b with Σ A(a,a) B(b,b) = tr A tr B (`h1`) and Σ A(a,b) B(b,a) = tr AB (`h2`) gives

U (tr A tr B − e tr AB) + J (tr AB − e tr A tr B).

```lean
/-- The Hartree-Fock energy of the `U, J` interaction is
`U N_up N_down + J tr (n_up n_down) + (U - J)/2 ∑ₛ (Nₛ² - tr nₛ²)`. -/
theorem hartreeFock_eq (U J : ℝ) (n : Fin 2 → Matrix ι ι ℂ) :
    hartreeFock (interaction U J) n
      = U * (trace (n 0) * trace (n 1)) + J * trace (n 0 * n 1)
        + (U - J) / 2 * ∑ s, (trace (n s) ^ 2 - trace (n s * n s)) := by
  have h := fun s t : Fin 2 => pair_energy U J (delta s t) (n s) (n t)
  have d00 : delta (0 : Fin 2) 0 = 1 := by simp [delta]
  have d01 : delta (0 : Fin 2) 1 = 0 := by simp [delta]
  have d10 : delta (1 : Fin 2) 0 = 0 := by simp [delta]
  have d11 : delta (1 : Fin 2) 1 = 1 := by simp [delta]
  unfold hartreeFock
  simp only [h]
  simp only [Fin.sum_univ_two, d00, d01, d10, d11]
  rw [trace_mul_comm (n 1) (n 0)]
  ring
```

Set A = n_s, B = n_t and e = δ_st. An equal-spin pair has e = 1 and contributes (U − J)(N_s² − tr n_s²). Each of the two opposite-spin pairs has e = 0 and contributes U N_0 N_1 + J tr(n_0 n_1), since tr(n_1 n_0) = tr(n_0 n_1). With the factor ½,

E_HF = U N_0 N_1 + J tr(n_0 n_1) + (U − J)/2 · Σ_s (N_s² − tr n_s²).

`d00` to `d11` are the four values of δ_st, `trace_mul_comm` exchanges the factors in the trace, and `ring` collects terms.

```lean
/-- Hartree-Fock energy minus double counting equals
`(U - J)/2 ∑ₛ tr (nₛ - nₛ²) + J tr (n_up n_down) - J N_min`. -/
theorem correction_eq (U J : ℝ) (n : Fin 2 → Matrix ι ι ℂ) :
    hartreeFock (interaction U J) n - doubleCounting U J n
      = hubbardTerm U J n + J * trace (n 0 * n 1) - J * nMin n := by
  rw [hartreeFock_eq]
  simp only [doubleCounting, hubbardTerm, Fin.sum_univ_two, trace_sub]
  ring
```

From N² = N_0² + N_1² + 2 N_0 N_1 one has

U N(N − 1)/2 = U N_0 N_1 + U/2 · Σ_s (N_s² − N_s),
E_dc = U N_0 N_1 + (U − J)/2 · Σ_s (N_s² − N_s) + J N_min.

In the difference the terms U N_0 N_1 and N_s² cancel, and N_s − tr n_s² = tr(n_s − n_s²), so

E_HF − E_dc = E_same + J tr(n_0 n_1) − J N_min.

The theorem has no hypothesis on `n`, U or J: it is an algebraic identity for any two complex matrices. The left side has the form of a Hubbard correction with Hund coupling added to a density-functional energy, here for one collinear shell with a two-parameter interaction and this particular double counting.

## The bound

```lean
/-- For positive semidefinite `A`, `B` the real part of `tr (A B)` is nonnegative, and it
vanishes exactly when `A B = 0`. -/
theorem trace_mul_posSemidef {A B : Matrix ι ι ℂ} (hA : A.PosSemidef) (hB : B.PosSemidef) :
    0 ≤ (trace (A * B)).re ∧ ((trace (A * B)).re = 0 ↔ A * B = 0) := by
  have fac : ∀ M : Matrix ι ι ℂ, M.PosSemidef → ∃ C : Matrix ι ι ℂ, M = Cᴴ * C := by
    intro M hM
    exact CStarAlgebra.nonneg_iff_eq_star_mul_self.mp hM.nonneg
  have frob : ∀ M : Matrix ι ι ℂ,
      0 ≤ (trace (Mᴴ * M)).re ∧ ((trace (Mᴴ * M)).re = 0 → M = 0) := by
    intro M
    obtain ⟨hre, him⟩ := Complex.le_def.mp (posSemidef_conjTranspose_mul_self M).trace_nonneg
    exact ⟨hre, fun h =>
      Matrix.trace_conjTranspose_mul_self_eq_zero_iff.mp (Complex.ext h him.symm)⟩
  obtain ⟨C, rfl⟩ := fac A hA
  obtain ⟨D, rfl⟩ := fac B hB
  -- tr (C†C D†D) is the squared Frobenius norm of D C†
  have key : trace (Cᴴ * C * (Dᴴ * D)) = trace ((D * Cᴴ)ᴴ * (D * Cᴴ)) := by
    rw [conjTranspose_mul, conjTranspose_conjTranspose, ← Matrix.mul_assoc (C * Dᴴ) D Cᴴ,
      trace_mul_comm (C * Dᴴ * D) Cᴴ]
    simp only [Matrix.mul_assoc]
  refine ⟨by rw [key]; exact (frob _).1, fun h => ?_, fun h => by rw [h]; simp⟩
  rw [key] at h
  have h1 : C * Dᴴ = 0 := by
    have h2 := congrArg conjTranspose ((frob _).2 h)
    rwa [conjTranspose_mul, conjTranspose_conjTranspose, conjTranspose_zero] at h2
  calc Cᴴ * C * (Dᴴ * D) = Cᴴ * (C * Dᴴ) * D := by simp only [Matrix.mul_assoc]
    _ = 0 := by rw [h1]; simp
```

For positive semidefinite A and B, Re tr AB ≥ 0, and Re tr AB = 0 exactly when AB = 0. By hand, write A = C†C and B = D†D and put M = DC†. Cyclicity of the trace gives

tr AB = tr(C†C D†D) = tr(C D† D C†) = tr M†M = Σ_{ab} |M(a,b)|² ≥ 0.

If this vanishes then M = 0, so M† = CD† = 0 and AB = C†(CD†)D = 0. The converse is tr 0 = 0. In the proof `fac` is the factorisation, `frob` the two properties of tr M†M, `key` the cyclic rearrangement and `h1` the equation CD† = 0.

Two moves are worth reusing. `CStarAlgebra.nonneg_iff_eq_star_mul_self` supplies the factor C once `MatrixOrder` is open, and `obtain ⟨C, rfl⟩` then replaces A by `Cᴴ * C` everywhere, which turns a positivity question into matrix algebra. `Complex.le_def` splits 0 ≤ z into a nonnegative real part and a vanishing imaginary part.

```lean
/-- For `0 ≤ nₛ ≤ 1` one has `0 ≤ Re tr (n_up n_down) ≤ N_min`, and the upper bound is reached
exactly when the pair is nested. -/
theorem overlap_bound {n : Fin 2 → Matrix ι ι ℂ} (hn : ∀ s, IsOccupation (n s)) :
    0 ≤ (trace (n 0 * n 1)).re ∧ (trace (n 0 * n 1)).re ≤ nMin n ∧
      ((trace (n 0 * n 1)).re = nMin n ↔ Nested n) := by
  -- particle-hole overlaps tr (n_up (1 - n_down)) and tr ((1 - n_up) n_down)
  obtain ⟨a1, a2⟩ := trace_mul_posSemidef (hn 0).1 (hn 1).2
  obtain ⟨b1, b2⟩ := trace_mul_posSemidef (hn 0).2 (hn 1).1
  rw [mul_sub, mul_one, trace_sub, Complex.sub_re] at a1 a2
  rw [sub_mul, one_mul, trace_sub, Complex.sub_re] at b1 b2
  have hl := min_le_left (trace (n 0)).re (trace (n 1)).re
  have hr := min_le_right (trace (n 0)).re (trace (n 1)).re
  have hle : (trace (n 0 * n 1)).re ≤ min (trace (n 0)).re (trace (n 1)).re :=
    le_min (by linarith) (by linarith)
  unfold nMin Nested
  refine ⟨(trace_mul_posSemidef (hn 0).1 (hn 1).1).1, hle, fun e => ?_, ?_⟩
  · rcases le_total (trace (n 0)).re (trace (n 1)).re with h | h
    · rw [min_eq_left h] at e
      exact Or.inl (sub_eq_zero.mp (a2.mp (by linarith))).symm
    · rw [min_eq_right h] at e
      exact Or.inr (sub_eq_zero.mp (b2.mp (by linarith))).symm
  · rintro (h | h)
    · have := a2.mpr (sub_eq_zero.mpr h.symm)
      linarith
    · have := b2.mpr (sub_eq_zero.mpr h.symm)
      linarith
```

If 0 ≤ n_s ≤ 1 for both spins, then

0 ≤ Re tr(n_0 n_1) ≤ N_min,

and the right inequality is an equality if and only if the pair is nested. The lower bound is the previous theorem for (n_0, n_1). For the pairs (n_0, 1 − n_1) and (1 − n_0, n_1) it gives

Re N_0 − Re tr(n_0 n_1) ≥ 0, zero iff n_0 n_1 = n_0,
Re N_1 − Re tr(n_0 n_1) ≥ 0, zero iff n_0 n_1 = n_1.

These are `a1`, `a2` and `b1`, `b2`, and the two inequalities together are `hle`. If equality holds, the case split on `le_total` picks the smaller trace and the matching line gives nesting. Conversely, n_0 n_1 = n_0 makes the overlap equal to Re N_0 ≥ N_min, which with `hle` forces equality; the other case is the same with N_1. The tactic `linarith` does this linear arithmetic. The equality case needs no projector: nesting is necessary and sufficient for every pair of occupation matrices.

The condition n ≤ 1 carries the upper bound. With one orbital and n_0 = n_1 = 2, both matrices are positive semidefinite, yet tr(n_0 n_1) = 4 exceeds N_min = 2.

```lean
/-- For `J > 0` and `0 ≤ nₛ ≤ 1`, the real part of Hartree-Fock energy minus double counting is at most the real part of the
same-spin `(U - J)` term, with equality exactly for a nested pair. -/
theorem correction_le (U : ℝ) {J : ℝ} (hJ : 0 < J) {n : Fin 2 → Matrix ι ι ℂ}
    (hn : ∀ s, IsOccupation (n s)) :
    (hartreeFock (interaction U J) n - doubleCounting U J n).re ≤ (hubbardTerm U J n).re ∧
      ((hartreeFock (interaction U J) n - doubleCounting U J n).re = (hubbardTerm U J n).re
        ↔ Nested n) := by
  obtain ⟨-, hle, heq⟩ := overlap_bound hn
  rw [correction_eq, ← heq]
  simp only [Complex.sub_re, Complex.add_re, Complex.re_ofReal_mul, Complex.ofReal_re]
  have hm := mul_le_mul_of_nonneg_left hle hJ.le
  refine ⟨by linarith, fun h => mul_left_cancel₀ hJ.ne' (by linarith), fun h => ?_⟩
  rw [h]
  ring
```

For J > 0, any real U and 0 ≤ n_s ≤ 1,

Re(E_HF − E_dc) ≤ Re E_same,

with equality if and only if the pair is nested. By the identity, the left side minus the right is J (Re tr(n_0 n_1) − N_min), a positive number times a nonpositive one. `hm` multiplies the bound by J, and `mul_left_cancel₀` divides J out again for the equality case. The sign of E_same itself is not part of the statement.

```lean
/-- For nested projectors `tr (n_up n_down) = N_min`, and the Hartree-Fock energy equals the
double counting. -/
theorem nested_projectors (U J : ℝ) {n : Fin 2 → Matrix ι ι ℂ}
    (hp : ∀ s, IsProjector (n s)) (hnest : Nested n) :
    trace (n 0 * n 1) = nMin n ∧ hartreeFock (interaction U J) n = doubleCounting U J n := by
  have hn : ∀ s, IsOccupation (n s) := by
    intro s
    have h1 := posSemidef_conjTranspose_mul_self (n s)
    have h2 := posSemidef_conjTranspose_mul_self (1 - n s)
    have h3 : (1 - n s) * (1 - n s) = 1 - n s := by simp [mul_sub, sub_mul, (hp s).2]
    rw [(hp s).1, (hp s).2] at h1
    rw [conjTranspose_sub, conjTranspose_one, (hp s).1, h3] at h2
    exact ⟨h1, h2⟩
  have him : (trace (n 0 * n 1)).im = 0 := by
    rcases hnest with h | h <;> rw [h] <;>
      exact (Complex.le_def.mp (hn _).1.trace_nonneg).2.symm
  have ht : trace (n 0 * n 1) = nMin n :=
    Complex.ext (by rw [Complex.ofReal_re]; exact (overlap_bound hn).2.2.mpr hnest)
      (by rw [Complex.ofReal_im]; exact him)
  have hz : hubbardTerm U J n = 0 := by simp [hubbardTerm, fun s => (hp s).2]
  refine ⟨ht, sub_eq_zero.mp ?_⟩
  rw [correction_eq, ht, hz]
  ring
```

For nested projectors and any real U and J, tr(n_0 n_1) = N_min as complex numbers, and E_HF = E_dc. A projector satisfies P = P†P and 1 − P = (1 − P)†(1 − P), so 0 ≤ P ≤ 1 (`hn`). The real part of the first claim is the equality case above. The imaginary part vanishes because n_0 n_1 is one of the n_s, whose trace is real (`him`). Idempotence gives E_same = 0 (`hz`), and the identity leaves J N_min − J N_min = 0.

Nesting alone does not give E_HF = E_dc. With one orbital, n_0 = ½ and n_1 = 1 are nested occupations, and the identity leaves (U − J)/2 · (½ − ¼) = (U − J)/8. This and the n = 2 example are arithmetic on paper, not statements that Lean has checked.

## Two explicit pairs

```lean
/-- Spin up fills orbitals 1 and 2 of three; spin down fills their symmetric combination. -/
def nestedPair : Fin 2 → Matrix (Fin 3) (Fin 3) ℂ :=
  ![!![1, 0, 0; 0, 1, 0; 0, 0, 0], !![1 / 2, 1 / 2, 0; 1 / 2, 1 / 2, 0; 0, 0, 0]]

/-- Spin up fills orbital 1 of two; spin down fills the symmetric combination of both. -/
def tiltedPair : Fin 2 → Matrix (Fin 2) (Fin 2) ℂ :=
  ![!![1, 0; 0, 0], !![1 / 2, 1 / 2; 1 / 2, 1 / 2]]
```

Lean numbers the orbitals from 0, the comments from 1. Let e_0, e_1 be the unit vectors of the first two orbitals and v = (e_0 + e_1)/√2. In `nestedPair`, with three orbitals, n_0 projects on the span of e_0 and e_1, and n_1 = v v†. In `tiltedPair`, with two orbitals, n_0 = e_0 e_0† and n_1 = v v†.

```lean
/-- `nestedPair` consists of nested projectors. -/
theorem nested_projectors_witness :
    (∀ s, IsProjector (nestedPair s)) ∧ Nested nestedPair := by
  refine ⟨fun s => ?_, Or.inr ?_⟩
  · unfold IsProjector
    fin_cases s <;> constructor <;> ext i j <;> fin_cases i <;> fin_cases j <;>
      simp [nestedPair, Matrix.mul_apply, Fin.sum_univ_succ, conjTranspose_apply] <;> norm_num
  · ext i j
    fin_cases i <;> fin_cases j <;>
      simp [nestedPair, Matrix.mul_apply, Fin.sum_univ_succ]
```

Both matrices of `nestedPair` are projectors and the pair is nested. Since n_0 v = v, the product n_0 n_1 equals n_1, the second alternative, selected by `Or.inr`. The proof checks every matrix entry with `fin_cases`.

```lean
/-- `tiltedPair` consists of projectors, and its Hartree-Fock energy minus double counting
is `-J/2`. -/
theorem tilted_projectors (U J : ℝ) :
    (∀ s, IsProjector (tiltedPair s)) ∧
      hartreeFock (interaction U J) tiltedPair - doubleCounting U J tiltedPair = -J / 2 := by
  have hp : ∀ s, IsProjector (tiltedPair s) := by
    intro s
    unfold IsProjector
    fin_cases s <;> constructor <;> ext i j <;> fin_cases i <;> fin_cases j <;>
      simp [tiltedPair, Matrix.mul_apply, Fin.sum_univ_succ, conjTranspose_apply] <;> norm_num
  have t1 : trace (tiltedPair 0 * tiltedPair 1) = 1 / 2 := by
    simp [tiltedPair, trace_fin_two]
  have t2 : trace (tiltedPair 0) = 1 := by simp [tiltedPair, trace_fin_two]
  have t3 : trace (tiltedPair 1) = 1 := by simp [tiltedPair, trace_fin_two] <;> norm_num
  have hm : nMin tiltedPair = 1 := by simp [nMin, t2, t3]
  have hz : hubbardTerm U J tiltedPair = 0 := by simp [hubbardTerm, fun s => (hp s).2]
  refine ⟨hp, ?_⟩
  rw [correction_eq, t1, hm, hz]
  push_cast
  ring

end

end HubbardHundCorrection
```

Both matrices of `tiltedPair` are projectors, so E_same = 0 (`hz`). The overlap is tr(n_0 n_1) = |e_0† v|² = ½ (`t1`) and N_0 = N_1 = N_min = 1 (`t2`, `t3`, `hm`), so for all real U and J

E_HF − E_dc = J/2 − J = −J/2.

For J ≠ 0 it is therefore not enough, to make the correction vanish, that both occupation matrices have only the eigenvalues 0 and 1. The same value shows the role of J > 0 in `correction_le`: for J < 0 the number −J/2 is positive and lies above E_same = 0.

```lean
#print axioms HubbardHundCorrection.hartreeFock_eq
-- 'HubbardHundCorrection.hartreeFock_eq' depends on axioms: [propext, Classical.choice, Quot.sound]
#print axioms HubbardHundCorrection.correction_le
-- 'HubbardHundCorrection.correction_le' depends on axioms: [propext, Classical.choice, Quot.sound]
#print axioms HubbardHundCorrection.nested_projectors
-- 'HubbardHundCorrection.nested_projectors' depends on axioms: [propext, Classical.choice, Quot.sound]
#print axioms HubbardHundCorrection.tilted_projectors
-- 'HubbardHundCorrection.tilted_projectors' depends on axioms: [propext, Classical.choice, Quot.sound]
```
